# Pople–Gill–Johnson matrices as first derivatives of a differentiable GGA energy on a fixed grid

Let F be a real function of one variable, and let a and h be vectors in a real inner-product space. Along the line a + th,

    ⟨a + th, a + th⟩ = ⟨a,a⟩ + 2t⟨a,h⟩ + t²⟨h,h⟩.

If F is differentiable at ⟨a,a⟩, the chain rule gives

    d/dt F(⟨a + th, a + th⟩) at t = 0 equals ⟨2F′(⟨a,a⟩) a, h⟩.

Now let a be a density gradient ∇ρ and h the gradient of a product of two basis functions. The right-hand side then needs only first spatial derivatives. An integration by parts would move the derivative from the basis functions onto 2F′∇ρ and bring in second derivatives of ρ.

A spin-polarised generalized gradient approximation (GGA) adds a second gradient and the two densities themselves. Below, `V` is physical space, for instance ℝ³ with its Euclidean inner product, `ι` labels the basis functions and `G` labels the grid points.

```lean
import Mathlib

open scoped InnerProductSpace

namespace PopleGillJohnson

noncomputable section

variable {V ι G : Type*} [NormedAddCommGroup V] [InnerProductSpace ℝ V]
```

## The energy density and its five variables

Write r and s for the densities of the first and second spin at a point, and a and b for their gradients. The energy density f, meaning the exchange–correlation energy per unit volume and not per electron, depends on

    q = (r, s, ⟨a,a⟩, ⟨a,b⟩, ⟨b,b⟩).

In Lean this is a vector indexed by `Fin 5`, so the variables are numbered from 0 to 4.

```lean
/-- The five GGA variables: the spin densities `r`, `s` and the three inner products of
their gradients `a`, `b`. -/
def ingredients (r s : ℝ) (a b : V) : Fin 5 → ℝ :=
  ![r, s, ⟪a, a⟫_ℝ, ⟪a, b⟫_ℝ, ⟪b, b⟫_ℝ]
```

Write fᵢ for the partial derivative of f in variable number i, taken at q. In the code's comments f₀, …, f₄ are called f_r, f_s, f_aa, f_ab, f_bb. Formally, fᵢ is the Fréchet derivative of f applied to the i-th unit vector. The mixed product ⟨a,b⟩ is a single variable, which fixes the factors of 2 below.

```lean
/-- The partial derivative of the energy density `f` in its variable number `i`, at a point
`q` where `f` is differentiable. -/
def partialD (f : (Fin 5 → ℝ) → ℝ) (i : Fin 5) (q : Fin 5 → ℝ) : ℝ :=
  fderiv ℝ f q (Pi.single i 1)
```

## First-order change at one point

Let the densities change at rates k and l, and their gradients at rates h and m. Each moves along a straight line, whose velocity is its direction.

```lean
/-- A straight line `a + t h` has velocity `h`. -/
theorem hasDerivAt_line {W : Type*} [NormedAddCommGroup W] [NormedSpace ℝ W] (a h : W) :
    HasDerivAt (fun t : ℝ => a + t • h) h 0 := by
  have h1 : HasDerivAt (fun t : ℝ => t • h) ((1 : ℝ) • h) 0 :=
    (hasDerivAt_id' (0 : ℝ)).smul_const h
  rw [one_smul] at h1
  exact h1.const_add a
```

The product rule for the inner product gives

    d⟨a,a⟩/dt = 2⟨a,h⟩
    d⟨a,b⟩/dt = ⟨b,h⟩ + ⟨a,m⟩
    d⟨b,b⟩/dt = 2⟨b,m⟩

at t = 0, while r and s change at rates k and l. The proof obtains the three inner-product derivatives separately, using the symmetry of the real inner product, and then assembles the five components.

```lean
/-- First-order change of the five GGA variables when the spin densities change by `k`, `l`
and their gradients by `h`, `m`. -/
theorem hasDerivAt_ingredients (r s k l : ℝ) (a b h m : V) :
    HasDerivAt (fun t : ℝ => ingredients (r + t * k) (s + t * l) (a + t • h) (b + t • m))
      ![k, l, 2 * ⟪a, h⟫_ℝ, ⟪b, h⟫_ℝ + ⟪a, m⟫_ℝ, 2 * ⟪b, m⟫_ℝ] 0 := by
  have ha := hasDerivAt_line a h
  have hb := hasDerivAt_line b m
  have haa : HasDerivAt (fun t : ℝ => ⟪a + t • h, a + t • h⟫_ℝ) (2 * ⟪a, h⟫_ℝ) 0 := by
    refine (ha.inner ℝ ha).congr_deriv ?_
    simp only [zero_smul, add_zero]
    linarith [real_inner_comm a h]
  have hab : HasDerivAt (fun t : ℝ => ⟪a + t • h, b + t • m⟫_ℝ)
      (⟪b, h⟫_ℝ + ⟪a, m⟫_ℝ) 0 := by
    refine (ha.inner ℝ hb).congr_deriv ?_
    simp only [zero_smul, add_zero]
    linarith [real_inner_comm b h]
  have hbb : HasDerivAt (fun t : ℝ => ⟪b + t • m, b + t • m⟫_ℝ) (2 * ⟪b, m⟫_ℝ) 0 := by
    refine (hb.inner ℝ hb).congr_deriv ?_
    simp only [zero_smul, add_zero]
    linarith [real_inner_comm b m]
  refine hasDerivAt_pi.2 fun i => ?_
  fin_cases i
  exacts [hasDerivAt_line r k, hasDerivAt_line s l, haa, hab, hbb]
```

For any differentiable curve c(t) of the five variables with velocity c′ at t = 0,

    d/dt f(c(t)) = Σᵢ c′ᵢ fᵢ.

The proof expands c′ in unit vectors and uses the linearity of the derivative of f. It needs f to be differentiable at c(0); the mere existence of partial derivatives would not be enough.

```lean
/-- Chain rule for an energy density `f` along a curve `c` of its five variables, if `f` is
differentiable at `c 0`. -/
theorem hasDerivAt_along (f : (Fin 5 → ℝ) → ℝ) (c : ℝ → Fin 5 → ℝ) (c' : Fin 5 → ℝ)
    (hc : HasDerivAt c c' 0) (hf : DifferentiableAt ℝ f (c 0)) :
    HasDerivAt (fun t => f (c t)) (∑ i, c' i * partialD f i (c 0)) 0 := by
  refine HasDerivAt.congr_deriv (hf.hasFDerivAt.comp_hasDerivAt (0 : ℝ) hc) ?_
  have hv : c' = ∑ i, c' i • (Pi.single i 1 : Fin 5 → ℝ) := by
    ext j
    simp [Finset.sum_apply, Pi.single_apply]
  conv_lhs => rw [hv]
  simp only [map_sum, map_smul, smul_eq_mul, partialD]
```

Inserting the five rates and collecting the terms with h and those with m gives

    df/dt = f₀k + f₁l + ⟨2f₂a + f₃b, h⟩ + ⟨f₃a + 2f₄b, m⟩.

With k = l = 0 and m = 0, only the response to a change in the first gradient remains, ⟨2f₂a + f₃b, h⟩. The final `ring` in the proof does the collecting.

```lean
/-- First-order change of a GGA energy density, differentiable at the given point: the
gradient changes `h`, `m` enter through inner products with `2 f_aa a + f_ab b` and
`f_ab a + 2 f_bb b`. -/
theorem hasDerivAt_energyDensity (f : (Fin 5 → ℝ) → ℝ) (r s k l : ℝ) (a b h m : V)
    (hf : DifferentiableAt ℝ f (ingredients r s a b)) :
    HasDerivAt
      (fun t : ℝ => f (ingredients (r + t * k) (s + t * l) (a + t • h) (b + t • m)))
      (partialD f 0 (ingredients r s a b) * k + partialD f 1 (ingredients r s a b) * l
        + ⟪(2 * partialD f 2 (ingredients r s a b)) • a
            + partialD f 3 (ingredients r s a b) • b, h⟫_ℝ
        + ⟪partialD f 3 (ingredients r s a b) • a
            + (2 * partialD f 4 (ingredients r s a b)) • b, m⟫_ℝ) 0 := by
  have key := hasDerivAt_along f _ _ (hasDerivAt_ingredients r s k l a b h m)
    (by simpa only [zero_mul, zero_smul, add_zero] using hf)
  refine key.congr_deriv ?_
  simp only [Fin.sum_univ_five, zero_mul, zero_smul, add_zero, inner_add_left,
    real_inner_smul_left, Matrix.cons_val]
  ring
```

## Densities and gradients from basis functions

For real basis functions φ_μ and a density matrix P, the density at y is

    ρ_P(y) = Σ_μν P_μν φ_μ(y) φ_ν(y).

There is one such matrix for each spin, with the occupations already contained in it. P may be any real matrix: neither symmetry nor idempotency is required.

```lean
variable [CompleteSpace V] [Fintype ι] [Fintype G]

/-- The density of the density matrix `P` in the real basis functions `φ`. -/
def density (φ : ι → V → ℝ) (P : Matrix ι ι ℝ) (y : V) : ℝ :=
  ∑ μ, ∑ ν, P μ ν * (φ μ y * φ ν y)
```

The gradient of a product of two basis functions is

    ∇(φ_μφ_ν) = φ_μ∇φ_ν + φ_ν∇φ_μ,

and the right-hand side is taken as the definition of `pairGradient`.

```lean
omit [Fintype ι] in
/-- The product-rule expression `φ_μ ∇φ_ν + φ_ν ∇φ_μ` for a pair of basis functions that are
differentiable at `y`. -/
def pairGradient (φ : ι → V → ℝ) (μ ν : ι) (y : V) : V :=
  φ μ y • gradient (φ ν) y + φ ν y • gradient (φ μ) y
```

Summing over pairs gives the density gradient,

    ∇ρ_P = Σ_μν P_μν (φ_μ∇φ_ν + φ_ν∇φ_μ).

The theorem proves that this expression is the actual gradient of the density wherever the basis functions are differentiable. Its proof applies the product rule to each pair and adds the results. Gaussians satisfy the hypothesis everywhere, whereas a 1s Slater function has a cusp at its nucleus, so no grid point may lie there.

```lean
/-- The density gradient is built from first derivatives of the basis functions, if these
are differentiable at the point. -/
theorem hasGradientAt_density (φ : ι → V → ℝ) (P : Matrix ι ι ℝ) (y : V)
    (hφ : ∀ μ, DifferentiableAt ℝ (φ μ) y) :
    HasGradientAt (density φ P) (∑ μ, ∑ ν, P μ ν • pairGradient φ μ ν y) y := by
  rw [hasGradientAt_iff_hasFDerivAt]
  have hp : ∀ μ, HasFDerivAt (φ μ) (InnerProductSpace.toDual ℝ V (gradient (φ μ) y)) y :=
    fun μ => (hφ μ).hasGradientAt.hasFDerivAt
  -- the product rule for one pair of basis functions
  have hpair : ∀ μ ν, HasFDerivAt (fun z => P μ ν * (φ μ z * φ ν z))
      (InnerProductSpace.toDual ℝ V (P μ ν • pairGradient φ μ ν y)) y := by
    intro μ ν
    refine HasFDerivAt.congr_fderiv (((hp μ).mul (hp ν)).const_mul (P μ ν)) ?_
    ext v
    simp [pairGradient]
  have hsum := HasFDerivAt.fun_sum (u := Finset.univ) fun μ _ =>
    HasFDerivAt.fun_sum (u := Finset.univ) fun ν _ => hpair μ ν
  refine HasFDerivAt.congr_fderiv hsum ?_
  simp only [map_sum]
```

## The grid energy and its matrices

Let P and Q be the density matrices of the first and second spin. They determine the five variables at each point of space.

```lean
/-- The five GGA variables at the point `y` for spin density matrices `P` and `Q`, whose
densities are differentiable at `y`. -/
def spinInput (φ : ι → V → ℝ) (P Q : Matrix ι ι ℝ) (y : V) : Fin 5 → ℝ :=
  ingredients (density φ P y) (density φ Q y)
    (gradient (density φ P) y) (gradient (density φ Q) y)
```

With grid points x_g and weights w_g, the energy is

    E(P,Q) = Σ_g w_g f(q(x_g)).

This finite sum is the object that gets differentiated. The points, weights and basis functions stay fixed, so forces on nuclei and the error of the quadrature are not treated.

```lean
/-- The GGA energy on a quadrature grid with points `x` and weights `w`, for basis functions
differentiable at the grid points. -/
def xcEnergy (f : (Fin 5 → ℝ) → ℝ) (φ : ι → V → ℝ) (w : G → ℝ) (x : G → V)
    (P Q : Matrix ι ι ℝ) : ℝ :=
  ∑ g, w g * f (spinInput φ P Q (x g))
```

A local potential u and a vector field v, which couples to gradients, define the matrix

    M_μν = Σ_g w_g [u_g φ_μφ_ν + ⟨v_g, ∇(φ_μφ_ν)⟩],

with the basis functions and their gradients evaluated at x_g. The code's comment calls v a vector potential; it is not the vector potential of a magnetic field.

```lean
omit [Fintype ι] in
/-- Matrix elements of a local potential `u` and a vector potential `v` that couples to the
gradient of the product of two basis functions, differentiable at the grid points. -/
def potentialMatrix (φ : ι → V → ℝ) (w : G → ℝ) (x : G → V) (u : G → ℝ) (v : G → V) :
    Matrix ι ι ℝ :=
  fun μ ν => ∑ g, w g * (u g * (φ μ (x g) * φ ν (x g)) + ⟪v g, pairGradient φ μ ν (x g)⟫_ℝ)
```

The pointwise formula supplies u and v. For the first spin,

    u = f₀,  v = 2f₂∇ρ_P + f₃∇ρ_Q.

```lean
/-- The Pople-Gill-Johnson matrix of the first spin, for `f` and `φ` differentiable at the
grid: `u = f_r` and `v = 2 f_aa ∇ρ_P + f_ab ∇ρ_Q`. -/
def alphaMatrix (f : (Fin 5 → ℝ) → ℝ) (φ : ι → V → ℝ) (w : G → ℝ) (x : G → V)
    (P Q : Matrix ι ι ℝ) : Matrix ι ι ℝ :=
  potentialMatrix φ w x (fun g => partialD f 0 (spinInput φ P Q (x g)))
    (fun g => (2 * partialD f 2 (spinInput φ P Q (x g))) • gradient (density φ P) (x g)
      + partialD f 3 (spinInput φ P Q (x g)) • gradient (density φ Q) (x g))
```

For the second spin,

    u = f₁,  v = f₃∇ρ_P + 2f₄∇ρ_Q.

```lean
/-- The Pople-Gill-Johnson matrix of the second spin, for `f` and `φ` differentiable at the
grid: `u = f_s` and `v = f_ab ∇ρ_P + 2 f_bb ∇ρ_Q`. -/
def betaMatrix (f : (Fin 5 → ℝ) → ℝ) (φ : ι → V → ℝ) (w : G → ℝ) (x : G → V)
    (P Q : Matrix ι ι ℝ) : Matrix ι ι ℝ :=
  potentialMatrix φ w x (fun g => partialD f 1 (spinInput φ P Q (x g)))
    (fun g => partialD f 3 (spinInput φ P Q (x g)) • gradient (density φ P) (x g)
      + (2 * partialD f 4 (spinInput φ P Q (x g))) • gradient (density φ Q) (x g))
```

Call these two matrices Fα and Fβ; the letter no longer refers to the function F of the opening. To relate them to the energy, contract M with a change D of the density matrix:

    Σ_μν D_μν M_μν = Σ_g w_g [u_g ρ_D(x_g) + ⟨v_g, ∇ρ_D(x_g)⟩].

Here ρ_D is the density formula applied to D. The proof inserts the expression for ∇ρ_D and exchanges the finite sums over basis functions and grid points.

```lean
/-- Contracting a potential matrix with `D` gives the grid sum of the potentials against the
density of `D` and its gradient, for basis functions differentiable at the grid points. -/
theorem sum_mul_potentialMatrix (φ : ι → V → ℝ) (w : G → ℝ) (x : G → V) (u : G → ℝ)
    (v : G → V) (D : Matrix ι ι ℝ) (hφ : ∀ g μ, DifferentiableAt ℝ (φ μ) (x g)) :
    ∑ μ, ∑ ν, D μ ν * potentialMatrix φ w x u v μ ν =
      ∑ g, w g * (u g * density φ D (x g) + ⟪v g, gradient (density φ D) (x g)⟫_ℝ) := by
  have hg := fun g => (hasGradientAt_density φ D (x g) (hφ g)).gradient
  simp only [hg]
  simp only [potentialMatrix, density, inner_sum, real_inner_smul_right, Finset.mul_sum,
    ← Finset.sum_add_distrib]
  symm
  refine Finset.sum_comm.trans (Finset.sum_congr rfl fun μ _ => ?_)
  refine Finset.sum_comm.trans (Finset.sum_congr rfl fun ν _ =>
    Finset.sum_congr rfl fun g _ => ?_)
  ring
```

## The derivative of the energy

Change P to P + tD and Q to Q + tD′. Densities and their gradients are linear in the density matrix:

    ρ_{P+tD} = ρ_P + tρ_D,  ∇ρ_{P+tD} = ∇ρ_P + t∇ρ_D,

and likewise for Q and D′. The pointwise formula therefore applies at every grid point, with k = ρ_D, l = ρ_D′, h = ∇ρ_D and m = ∇ρ_D′. Weighting and summing gives

    dE/dt = Σ_g w_g [f₀ρ_D + ⟨2f₂∇ρ_P + f₃∇ρ_Q, ∇ρ_D⟩]
          + Σ_g w_g [f₁ρ_D′ + ⟨f₃∇ρ_P + 2f₄∇ρ_Q, ∇ρ_D′⟩].

By the contraction identity, this is

    dE/dt = Σ_μν D_μν Fα_μν + Σ_μν D′_μν Fβ_μν at t = 0.

The Lean proof follows the same order: `hd` and `hgr` establish the two linearity statements, `hsum` adds the pointwise derivatives, and `sum_mul_potentialMatrix` is used once for each spin.

The hypothesis `hf` requires f to be differentiable at the five values found at each grid point. To first order, the energy density must respond linearly to small changes of the five variables there. This can fail where a density or a gradient vanishes: a term proportional to |∇ρ_P|, for example, is a multiple of the square root of the variable ⟨∇ρ_P,∇ρ_P⟩ and has no derivative in it at zero.

For a self-consistent calculation with real basis functions and a fixed grid, Fα and Fβ are the GGA contributions to the two spin Kohn–Sham matrices, and they are consistent with the energy as evaluated on that same grid.

```lean
/-- The first-order change of the GGA grid energy under changes `D`, `D'` of the spin density
matrices is their contraction with the Pople-Gill-Johnson matrices, if the basis functions
and the energy density are differentiable at the grid. -/
theorem hasDerivAt_xcEnergy (f : (Fin 5 → ℝ) → ℝ) (φ : ι → V → ℝ) (w : G → ℝ) (x : G → V)
    (P Q D D' : Matrix ι ι ℝ) (hφ : ∀ g μ, DifferentiableAt ℝ (φ μ) (x g))
    (hf : ∀ g, DifferentiableAt ℝ f (spinInput φ P Q (x g))) :
    HasDerivAt (fun t : ℝ => xcEnergy f φ w x (P + t • D) (Q + t • D'))
      (∑ μ, ∑ ν, D μ ν * alphaMatrix f φ w x P Q μ ν
        + ∑ μ, ∑ ν, D' μ ν * betaMatrix f φ w x P Q μ ν) 0 := by
  -- density and gradient are linear in the density matrix
  have hd : ∀ (A B : Matrix ι ι ℝ) (t : ℝ) (y : V),
      density φ (A + t • B) y = density φ A y + t * density φ B y := by
    intro A B t y
    simp only [density, Matrix.add_apply, Matrix.smul_apply, smul_eq_mul, add_mul,
      Finset.sum_add_distrib, Finset.mul_sum, mul_assoc]
  have hgr : ∀ (A B : Matrix ι ι ℝ) (t : ℝ) (g : G), gradient (density φ (A + t • B)) (x g)
      = gradient (density φ A) (x g) + t • gradient (density φ B) (x g) := by
    intro A B t g
    rw [(hasGradientAt_density φ (A + t • B) (x g) (hφ g)).gradient,
      (hasGradientAt_density φ A (x g) (hφ g)).gradient,
      (hasGradientAt_density φ B (x g) (hφ g)).gradient]
    simp only [Matrix.add_apply, Matrix.smul_apply, smul_eq_mul, add_smul,
      Finset.sum_add_distrib, Finset.smul_sum, smul_smul]
  -- differentiate at each grid point and sum
  have hsum := HasDerivAt.fun_sum (u := Finset.univ) fun g _ =>
    (hasDerivAt_energyDensity f (density φ P (x g)) (density φ Q (x g))
      (density φ D (x g)) (density φ D' (x g))
      (gradient (density φ P) (x g)) (gradient (density φ Q) (x g))
      (gradient (density φ D) (x g)) (gradient (density φ D') (x g)) (hf g)).const_mul (w g)
  simp only [xcEnergy, spinInput, hd, hgr]
  refine hsum.congr_deriv ?_
  simp only [alphaMatrix, betaMatrix]
  rw [sum_mul_potentialMatrix φ w x _ _ D hφ, sum_mul_potentialMatrix φ w x _ _ D' hφ,
    ← Finset.sum_add_distrib]
  refine Finset.sum_congr rfl fun g _ => ?_
  simp only [spinInput]
  ring
```

Taking D to be the matrix with a single 1 in position (μ,ν), and D′ = 0, leaves one term:

    ∂E/∂P_μν = Fα_μν.

Here P_μν and P_νμ count as independent variables. If both off-diagonal entries are changed together, the main theorem gives Fα_μν + Fα_νμ.

```lean
/-- Each element of the first-spin matrix is the derivative of the grid energy in the
corresponding density-matrix entry, if the basis functions and the energy density are
differentiable at the grid. -/
theorem hasDerivAt_xcEnergy_entry [DecidableEq ι] (f : (Fin 5 → ℝ) → ℝ) (φ : ι → V → ℝ)
    (w : G → ℝ) (x : G → V) (P Q : Matrix ι ι ℝ) (μ ν : ι)
    (hφ : ∀ g κ, DifferentiableAt ℝ (φ κ) (x g))
    (hf : ∀ g, DifferentiableAt ℝ f (spinInput φ P Q (x g))) :
    HasDerivAt (fun t : ℝ => xcEnergy f φ w x (P + t • Matrix.single μ ν (1 : ℝ)) Q)
      (alphaMatrix f φ w x P Q μ ν) 0 := by
  have h := hasDerivAt_xcEnergy f φ w x P Q (Matrix.single μ ν 1) 0 hφ hf
  simp only [smul_zero, add_zero] at h
  refine h.congr_deriv ?_
  simp [Matrix.single_apply, ite_and]
```

Exchanging μ and ν changes neither φ_μφ_ν nor φ_μ∇φ_ν + φ_ν∇φ_μ, so

    M_μν = M_νμ

for every choice of u and v. Fα and Fβ are matrices of this kind, and hence symmetric even when P and Q are not. The two off-diagonal contributions in the previous paragraph are therefore equal, and their sum is 2Fα_μν.

```lean
omit [Fintype ι] in
/-- The matrix of any local and gradient-coupled potential is symmetric. -/
theorem potentialMatrix_isSymm (φ : ι → V → ℝ) (w : G → ℝ) (x : G → V) (u : G → ℝ)
    (v : G → V) : (potentialMatrix φ w x u v).IsSymm := by
  refine Matrix.IsSymm.ext fun μ ν => ?_
  simp only [potentialMatrix]
  refine Finset.sum_congr rfl fun g _ => ?_
  have hp : pairGradient φ μ ν (x g) = pairGradient φ ν μ (x g) := add_comm _ _
  rw [hp]
  ring

end

end PopleGillJohnson
```

```lean
#print axioms PopleGillJohnson.hasDerivAt_xcEnergy
#print axioms PopleGillJohnson.hasDerivAt_xcEnergy_entry
#print axioms PopleGillJohnson.potentialMatrix_isSymm
```

```
'PopleGillJohnson.hasDerivAt_xcEnergy' depends on axioms: [propext, Classical.choice, Quot.sound]
'PopleGillJohnson.hasDerivAt_xcEnergy_entry' depends on axioms: [propext, Classical.choice, Quot.sound]
'PopleGillJohnson.potentialMatrix_isSymm' depends on axioms: [propext, Classical.choice, Quot.sound]
```
